# Two equal s Gaussians at distinct centres have a positive definite kinetic matrix, even where its off-diagonal element is negative

The kinetic energy element is defined here through gradients,

$$T_{AB}=\tfrac12\sum_{k}\int \partial_k\varphi_A\,\partial_k\varphi_B\,d^3r ,$$

and not through $-\tfrac12\int\varphi_A\nabla^2\varphi_B\,d^3r$. For Gaussians the two agree by integration by parts. The gradient form needs only first derivatives, and the closed formula for $T_{AB}$ is then derived from it. Units are atomic.

```lean
import Mathlib

open MeasureTheory Real

namespace GaussianKineticMatrix

noncomputable section
```

The file loads the library Mathlib and opens its names for integrals and real functions.

## Functions, integrals and the matrix

```lean
/-- The squared distance between two points of space. -/
def distSq (A B : Fin 3 → ℝ) : ℝ := ∑ i, (A i - B i) ^ 2
```

A point of space is a `Fin 3 → ℝ`, that is, three real coordinates numbered 0, 1, 2. `distSq A B` is $|A-B|^2=\sum_i(A_i-B_i)^2$. It is written out because Mathlib's built-in distance on this type is the largest coordinate difference, not the Euclidean one.

```lean
/-- The normalized s Gaussian of exponent `a > 0` centred at `A`. -/
def sGaussian (a : ℝ) (A r : Fin 3 → ℝ) : ℝ :=
  (2 * a / π) ^ (3 / 4 : ℝ) * exp (-a * distSq r A)
```

This is $\varphi_A(r)=(2a/\pi)^{3/4}e^{-a|r-A|^2}$.

```lean
/-- The overlap integral of two s Gaussians of equal exponent. -/
def overlap (a : ℝ) (A B : Fin 3 → ℝ) : ℝ :=
  ∫ r, sGaussian a A r * sGaussian a B r
```

The overlap is $S_{AB}=\int\varphi_A\varphi_B\,d^3r$.

```lean
/-- The kinetic energy integral in atomic units: half the integral of the product of the
gradients, summed over the three directions. -/
def kinetic (a : ℝ) (A B : Fin 3 → ℝ) : ℝ :=
  1 / 2 * ∑ k : Fin 3, ∫ r, lineDeriv ℝ (sGaussian a A) r (Pi.single k 1) *
    lineDeriv ℝ (sGaussian a B) r (Pi.single k 1)
```

This is the definition of $T_{AB}$ above. `Pi.single k 1` is the unit vector along axis $k$, and `lineDeriv` is the true derivative in that direction.

```lean
/-- The kinetic matrix of two s Gaussians of equal exponent with centres `C 0` and `C 1`. -/
def kineticMatrix (a : ℝ) (C : Fin 2 → Fin 3 → ℝ) : Matrix (Fin 2) (Fin 2) ℝ :=
  Matrix.of fun i j => kinetic a (C i) (C j)
```

With centres $C_0$ and $C_1$, the matrix has entries $T_{ij}=T_{C_iC_j}$.

## Integrals on a line

```lean
/-- The product of two Gaussians of equal exponent on a line is a Gaussian about the midpoint of the
centres. -/
theorem gaussian_product (a c d x : ℝ) :
    exp (-a * (x - c) ^ 2) * exp (-a * (x - d) ^ 2) =
      exp (-a * (c - d) ^ 2 / 2) * exp (-(2 * a) * (x - (c + d) / 2) ^ 2) := by
  rw [← Real.exp_add, ← Real.exp_add]
  congr 1
  ring
```

A theorem in Lean reads: name, variables, a colon, the statement, then `:=` and the proof. This one follows by adding exponents:
$$(x-c)^2+(x-d)^2=2\left(x-\tfrac{c+d}2\right)^2+\tfrac12(c-d)^2 .$$
The tactic `ring` checks this algebra.

```lean
/-- The second moment of a Gaussian on a line exists and has the stated value. -/
theorem gaussian_second_moment {b : ℝ} (hb : 0 < b) :
    Integrable (fun x : ℝ => x ^ 2 * exp (-b * x ^ 2)) ∧
      ∫ x : ℝ, x ^ 2 * exp (-b * x ^ 2) = √(π / b) / (2 * b) := by
  have i0 := integrable_exp_neg_mul_sq hb
  have i2 : Integrable (fun x : ℝ => x ^ 2 * exp (-b * x ^ 2)) := by
    simpa using integrable_rpow_mul_exp_neg_mul_sq hb (s := 2) (by norm_num)
  refine ⟨i2, ?_⟩
  -- the total derivative of x exp(-b x²) integrates to zero
  have hder : ∀ x : ℝ, HasDerivAt (fun x : ℝ => x * exp (-b * x ^ 2))
      (exp (-b * x ^ 2) - 2 * b * (x ^ 2 * exp (-b * x ^ 2))) x := by
    intro x
    have h1 : HasDerivAt (fun x : ℝ => -b * x ^ 2) (-b * (2 * x)) x :=
      ((hasDerivAt_pow 2 x).const_mul (-b)).congr_deriv (by simp)
    exact ((hasDerivAt_id' x).fun_mul h1.exp).congr_deriv (by ring)
  have h := integral_eq_zero_of_hasDerivAt_of_integrable hder
    (i0.sub (i2.const_mul (2 * b))) (integrable_mul_exp_neg_mul_sq hb)
  rw [integral_sub i0 (i2.const_mul _), integral_const_mul, integral_gaussian] at h
  rw [eq_div_iff (by positivity)]
  linarith
```

For $b>0$, the derivative of $xe^{-bx^2}$ is $e^{-bx^2}-2b\,x^2e^{-bx^2}$, and its integral over the line is zero. Hence
$$\int x^2e^{-bx^2}dx=\frac1{2b}\int e^{-bx^2}dx=\frac{1}{2b}\sqrt{\pi/b}.$$
In the proof, `hder` is the derivative, `h` is the vanishing integral, and `linarith` solves for the moment.

```lean
/-- The overlap integral of two unnormalized Gaussians of equal exponent on a line. -/
theorem overlap_line (a c d : ℝ) :
    ∫ x : ℝ, exp (-a * (x - c) ^ 2) * exp (-a * (x - d) ^ 2) =
      exp (-a * (c - d) ^ 2 / 2) * √(π / (2 * a)) := by
  simp_rw [gaussian_product]
  rw [integral_const_mul,
    integral_sub_right_eq_self (fun x : ℝ => exp (-(2 * a) * x ^ 2)) ((c + d) / 2),
    integral_gaussian]
```

The product rule for Gaussians leaves one Gaussian of exponent $2a$. For $a>0$, shifting the origin to the midpoint gives $e^{-a(c-d)^2/2}\sqrt{\pi/2a}$. For $a\le0$ the integral diverges, and Lean's conventions make both sides 0.

```lean
/-- The integral of the product of the derivatives, written out, of two unnormalized Gaussians of
equal exponent on a line. -/
theorem kinetic_line {a : ℝ} (ha : 0 < a) (c d : ℝ) :
    ∫ x : ℝ, 4 * a ^ 2 * ((x - c) * (x - d)) *
        (exp (-a * (x - c) ^ 2) * exp (-a * (x - d) ^ 2)) =
      (a - a ^ 2 * (c - d) ^ 2) * (exp (-a * (c - d) ^ 2 / 2) * √(π / (2 * a))) := by
  have h2a : 0 < 2 * a := by positivity
  obtain ⟨i2, m2⟩ := gaussian_second_moment h2a
  have i0 := integrable_exp_neg_mul_sq h2a
  -- measure the coordinate from the midpoint
  have e : (fun x : ℝ => 4 * a ^ 2 * ((x - c) * (x - d)) *
      (exp (-a * (x - c) ^ 2) * exp (-a * (x - d) ^ 2))) =
      fun x : ℝ => 4 * a ^ 2 * exp (-a * (c - d) ^ 2 / 2) *
        ((x - (c + d) / 2) ^ 2 * exp (-(2 * a) * (x - (c + d) / 2) ^ 2) -
          (c - d) ^ 2 / 4 * exp (-(2 * a) * (x - (c + d) / 2) ^ 2)) := by
    funext x
    rw [gaussian_product]
    ring
  rw [e, integral_const_mul, integral_sub_right_eq_self (fun x : ℝ =>
      x ^ 2 * exp (-(2 * a) * x ^ 2) - (c - d) ^ 2 / 4 * exp (-(2 * a) * x ^ 2)) ((c + d) / 2),
    integral_sub i2 (i0.const_mul _), integral_const_mul, m2, integral_gaussian]
  linear_combination (a * exp (-a * (c - d) ^ 2 / 2) * √(π / (2 * a))) *
    mul_inv_cancel₀ ha.ne'
```

Differentiating both Gaussians produces the factor $4a^2(x-c)(x-d)$. With $u=x-\tfrac{c+d}2$, we have $(x-c)(x-d)=u^2-\tfrac14(c-d)^2$. The second moment for $b=2a$ is $1/(4a)$ times the plain integral, so the result is the line overlap times
$$4a^2\left(\frac1{4a}-\frac{(c-d)^2}4\right)=a-a^2(c-d)^2 .$$
The step `e` changes to the midpoint coordinate.

## From the line to space

```lean
/-- The derivative of an s Gaussian along the coordinate direction `k`. -/
theorem lineDeriv_sGaussian (a : ℝ) (A r : Fin 3 → ℝ) (k : Fin 3) :
    lineDeriv ℝ (sGaussian a A) r (Pi.single k 1) =
      -2 * a * (r k - A k) * sGaussian a A r := by
  apply HasLineDerivAt.lineDeriv
  have h : ∀ t : ℝ, distSq (r + t • (Pi.single k 1 : Fin 3 → ℝ)) A =
      distSq r A + 2 * (r k - A k) * t + t ^ 2 := by
    intro t
    fin_cases k <;> simp [distSq, Fin.sum_univ_three] <;> ring
  have hs : HasDerivAt (fun t : ℝ => distSq (r + t • (Pi.single k 1 : Fin 3 → ℝ)) A)
      (2 * (r k - A k)) 0 := by
    rw [funext h]
    exact ((((hasDerivAt_id' (0 : ℝ)).const_mul (2 * (r k - A k))).const_add
      (distSq r A)).fun_add (hasDerivAt_pow 2 (0 : ℝ))).congr_deriv (by simp)
  show HasDerivAt (fun t : ℝ => sGaussian a A (r + t • (Pi.single k 1 : Fin 3 → ℝ))) _ 0
  refine (((hs.const_mul (-a)).exp).const_mul ((2 * a / π) ^ (3 / 4 : ℝ))).congr_deriv ?_
  simp only [zero_smul, add_zero, sGaussian]
  ring
```

Moving from $r$ by $t$ along axis $k$ changes the squared distance to $|r-A|^2+2(r_k-A_k)t+t^2$. Its slope at $t=0$ is $2(r_k-A_k)$, and the chain rule gives $\partial_k\varphi_A=-2a(r_k-A_k)\varphi_A$.

```lean
/-- An integral over two s Gaussians of equal exponent and a product of one-coordinate factors
separates into line integrals. -/
theorem integral_separates {a : ℝ} (ha : 0 < a) (A B : Fin 3 → ℝ) (f : Fin 3 → ℝ → ℝ)
    (m : Fin 3 → ℝ)
    (h : ∀ i, ∫ x : ℝ, f i x * (exp (-a * (x - A i) ^ 2) * exp (-a * (x - B i) ^ 2)) =
      m i * (exp (-a * (A i - B i) ^ 2 / 2) * √(π / (2 * a)))) :
    ∫ r : Fin 3 → ℝ, (∏ i, f i (r i)) * (sGaussian a A r * sGaussian a B r) =
      (∏ i, m i) * exp (-a * distSq A B / 2) := by
  -- the normalization constants cancel the three line integrals
  have hN : ((2 * a / π) ^ (3 / 4 : ℝ)) ^ 2 * √(π / (2 * a)) ^ 3 = 1 := by
    have hp : 0 < 2 * a / π := by positivity
    have h1 : ((2 * a / π) ^ (3 / 4 : ℝ)) ^ 2 = √(2 * a / π) ^ 3 := by
      rw [Real.sqrt_eq_rpow, ← Real.rpow_natCast, ← Real.rpow_natCast,
        ← Real.rpow_mul hp.le, ← Real.rpow_mul hp.le]
      norm_num
    have h2 : 2 * a / π * (π / (2 * a)) = 1 := by field_simp
    rw [h1, ← mul_pow, ← Real.sqrt_mul hp.le, h2, Real.sqrt_one, one_pow]
  have hprod : ∀ r : Fin 3 → ℝ, (∏ i, f i (r i)) * (sGaussian a A r * sGaussian a B r) =
      ((2 * a / π) ^ (3 / 4 : ℝ)) ^ 2 * ∏ i, (f i (r i) *
        (exp (-a * (r i - A i) ^ 2) * exp (-a * (r i - B i) ^ 2))) := by
    intro r
    simp only [sGaussian, distSq, Fin.sum_univ_three, Fin.prod_univ_three, mul_add,
      Real.exp_add]
    ring
  simp_rw [hprod]
  rw [integral_const_mul, integral_fintype_prod_volume_eq_prod (fun (i : Fin 3) (x : ℝ) =>
    f i x * (exp (-a * (x - A i) ^ 2) * exp (-a * (x - B i) ^ 2)))]
  simp_rw [h]
  have hE : exp (-a * distSq A B / 2) = exp (-a * (A 0 - B 0) ^ 2 / 2) *
      exp (-a * (A 1 - B 1) ^ 2 / 2) * exp (-a * (A 2 - B 2) ^ 2 / 2) := by
    rw [← Real.exp_add, ← Real.exp_add]
    congr 1
    simp only [distSq, Fin.sum_univ_three]
    ring
  rw [hE, Fin.prod_univ_three, Fin.prod_univ_three]
  linear_combination (m 0 * m 1 * m 2 * (exp (-a * (A 0 - B 0) ^ 2 / 2) *
    exp (-a * (A 1 - B 1) ^ 2 / 2) * exp (-a * (A 2 - B 2) ^ 2 / 2))) * hN
```

Suppose that on each axis $i$ a factor $f_i$ multiplies the line overlap by $m_i$. Then
$$\int\prod_i f_i(r_i)\,\varphi_A\varphi_B\,d^3r=\Big(\prod_i m_i\Big)e^{-a|A-B|^2/2}.$$
The integrand is a product over the axes, so the integral is too. The normalization cancels because $(2a/\pi)^{3/2}(\pi/2a)^{3/2}=1$, which is `hN`.

```lean
/-- The overlap of two normalized s Gaussians of equal exponent decays as a Gaussian of their
distance. -/
theorem overlap_formula {a : ℝ} (ha : 0 < a) (A B : Fin 3 → ℝ) :
    overlap a A B = exp (-a * distSq A B / 2) := by
  have h := integral_separates ha A B (fun _ _ => 1) (fun _ => 1)
    (fun i => by simpa only [one_mul] using overlap_line a (A i) (B i))
  simpa only [Finset.prod_const_one, one_mul, overlap] using h
```

With every $f_i=1$ this gives $S_{AB}=e^{-a|A-B|^2/2}$. For $A=B$ it equals 1, so the functions are indeed normalized.

```lean
/-- The kinetic energy integral of two normalized s Gaussians of equal exponent. -/
theorem kinetic_formula {a : ℝ} (ha : 0 < a) (A B : Fin 3 → ℝ) :
    kinetic a A B = a / 2 * (3 - a * distSq A B) * exp (-a * distSq A B / 2) := by
  have hk : ∀ k : Fin 3, ∫ r, lineDeriv ℝ (sGaussian a A) r (Pi.single k 1) *
      lineDeriv ℝ (sGaussian a B) r (Pi.single k 1) =
      (a - a ^ 2 * (A k - B k) ^ 2) * exp (-a * distSq A B / 2) := by
    intro k
    -- only the factor along direction k carries derivatives
    have h := integral_separates ha A B
      (fun i x => if i = k then 4 * a ^ 2 * ((x - A i) * (x - B i)) else 1)
      (fun i => if i = k then a - a ^ 2 * (A i - B i) ^ 2 else 1) (fun i => by
        by_cases hi : i = k
        · simp only [if_pos hi]
          exact kinetic_line ha (A i) (B i)
        · simp only [if_neg hi, one_mul]
          exact overlap_line a (A i) (B i))
    simp only [Finset.prod_ite_eq', Finset.mem_univ, if_true] at h
    rw [← h]
    congr 1
    funext r
    rw [lineDeriv_sGaussian, lineDeriv_sGaussian]
    ring
  unfold kinetic
  simp_rw [hk]
  simp only [distSq, Fin.sum_univ_three]
  ring
```

For a given $k$, only axis $k$ carries the derivative factor, so that direction contributes $(a-a^2(A_k-B_k)^2)\,S_{AB}$. Summing and halving,
$$T_{AB}=\frac a2\left(3-a|A-B|^2\right)e^{-a|A-B|^2/2}.$$
The `if i = k` in the proof selects the differentiated axis.

## Sign and positive definiteness

```lean
/-- For two s Gaussians of equal exponent `a` at distance `R > 0` the kinetic matrix has the stated
entries, its off-diagonal element is negative exactly when `a R² > 3`, and it is positive definite.
-/
theorem kineticMatrix_posDef {a R : ℝ} (ha : 0 < a) (hR : 0 < R) (C : Fin 2 → Fin 3 → ℝ)
    (hd : distSq (C 0) (C 1) = R ^ 2) :
    kineticMatrix a C =
      !![3 * a / 2, a / 2 * (3 - a * R ^ 2) * exp (-a * R ^ 2 / 2);
         a / 2 * (3 - a * R ^ 2) * exp (-a * R ^ 2 / 2), 3 * a / 2] ∧
    (kineticMatrix a C 0 1 < 0 ↔ 3 < a * R ^ 2) ∧ (kineticMatrix a C).PosDef := by
  have hself : ∀ P : Fin 3 → ℝ, distSq P P = 0 := fun P => by simp [distSq]
  have hd' : distSq (C 1) (C 0) = R ^ 2 := by
    rw [← hd]
    simp only [distSq, Fin.sum_univ_three]
    ring
  have hM : kineticMatrix a C =
      !![3 * a / 2, a / 2 * (3 - a * R ^ 2) * exp (-a * R ^ 2 / 2);
         a / 2 * (3 - a * R ^ 2) * exp (-a * R ^ 2 / 2), 3 * a / 2] := by
    ext i j
    fin_cases i <;> fin_cases j <;>
      simp [kineticMatrix, kinetic_formula ha, hd, hd', hself] <;> ring
  have hE := Real.exp_pos (-a * R ^ 2 / 2)
  have hx : 0 < a * R ^ 2 := by positivity
  refine ⟨hM, ?_, ?_⟩
  · rw [hM]
    show a / 2 * (3 - a * R ^ 2) * exp (-a * R ^ 2 / 2) < 0 ↔ 3 < a * R ^ 2
    constructor
    · intro h
      by_contra hc
      have h3 : 0 ≤ 3 - a * R ^ 2 := by linarith
      have : 0 ≤ a / 2 * (3 - a * R ^ 2) * exp (-a * R ^ 2 / 2) := by positivity
      linarith
    · intro h
      exact mul_neg_of_neg_of_pos
        (mul_neg_of_pos_of_neg (by linarith) (by linarith)) hE
  · -- the off-diagonal element is smaller in size than the diagonal one
    have hE1 : exp (-a * R ^ 2 / 2) < 1 := Real.exp_lt_one_iff.mpr (by linarith)
    have hinv : exp (a * R ^ 2 / 2) * exp (-a * R ^ 2 / 2) = 1 := by
      rw [← Real.exp_add, show a * R ^ 2 / 2 + -a * R ^ 2 / 2 = 0 by ring, Real.exp_zero]
    have key := mul_le_mul_of_nonneg_right (Real.add_one_le_exp (a * R ^ 2 / 2)) hE.le
    rw [hinv] at key
    have hxE := mul_pos hx hE
    have u1 : 0 < 3 + (3 - a * R ^ 2) * exp (-a * R ^ 2 / 2) := by linarith
    have u2 : 0 < 3 - (3 - a * R ^ 2) * exp (-a * R ^ 2 / 2) := by linarith
    have h1 : 0 < 3 * a / 2 + a / 2 * (3 - a * R ^ 2) * exp (-a * R ^ 2 / 2) := by
      linarith [mul_pos ha u1]
    have h2 : 0 < 3 * a / 2 - a / 2 * (3 - a * R ^ 2) * exp (-a * R ^ 2 / 2) := by
      linarith [mul_pos ha u2]
    rw [hM]
    generalize a / 2 * (3 - a * R ^ 2) * exp (-a * R ^ 2 / 2) = t at h1 h2 ⊢
    rw [Matrix.posDef_iff_dotProduct_mulVec]
    constructor
    · ext i j
      fin_cases i <;> fin_cases j <;> simp
    · intro v hv
      have hq : star v ⬝ᵥ (Matrix.mulVec !![3 * a / 2, t; t, 3 * a / 2] v) =
          ((3 * a / 2 + t) * (v 0 + v 1) ^ 2 + (3 * a / 2 - t) * (v 0 - v 1) ^ 2) / 2 := by
        simp [dotProduct, Matrix.mulVec, Fin.sum_univ_two]
        ring
      rw [hq]
      by_cases h : v 0 + v 1 = 0
      · have h' : v 0 - v 1 ≠ 0 := by
          intro h'
          apply hv
          ext i
          fin_cases i <;> simp <;> linarith
        have := mul_pos h2 (pow_pos (abs_pos.mpr h') 2)
        rw [sq_abs] at this
        linarith [mul_nonneg h1.le (sq_nonneg (v 0 + v 1))]
      · have := mul_pos h1 (pow_pos (abs_pos.mpr h) 2)
        rw [sq_abs] at this
        linarith [mul_nonneg h2.le (sq_nonneg (v 0 - v 1))]
```

The hypotheses are $a>0$, $R>0$ and $|C_0-C_1|^2=R^2$. The conclusion has three parts, joined by `∧`: the entries, the sign condition and positive definiteness.

Write $x=aR^2$, $E=e^{-x/2}$, $d=3a/2$ and $t=\tfrac a2(3-x)E$. Since $a$ and $E$ are positive, $t<0$ exactly when $x>3$. For positive definiteness, the quadratic form separates into sum and difference coefficients:
$$v^{T}Tv=\tfrac12\left[(d+t)(v_0+v_1)^2+(d-t)(v_0-v_1)^2\right].$$
It remains to show $d\pm t>0$, or $3\pm(3-x)E>0$.

- For the minus sign, $3-(3-x)E=3(1-E)+xE>0$, because $E<1$.
- For the plus sign, $1+x/2\le e^{x/2}$ gives $xE\le2-2E$, so $3+(3-x)E\ge1+5E>0$.

These are `u2` and `u1`. If $v\neq0$, the sum and the difference cannot both vanish, so the form is positive. At $R=0$ the two functions coincide, $d-t=0$, and the matrix is only semidefinite.

```lean
/-- The kinetic energy integral of two normalized s Gaussians of equal exponent `a` is never below
`-a exp(-5/2)`, and it takes this value exactly when `a` times the squared distance is `5`. -/
theorem kinetic_lower_bound {a : ℝ} (ha : 0 < a) (A B : Fin 3 → ℝ) :
    -a * exp (-5 / 2) ≤ kinetic a A B ∧
      (kinetic a A B = -a * exp (-5 / 2) ↔ a * distSq A B = 5) := by
  have hE := mul_pos ha (Real.exp_pos (-a * distSq A B / 2))
  have hmul : exp (-a * distSq A B / 2) * exp ((a * distSq A B - 5) / 2) = exp (-5 / 2) := by
    rw [← Real.exp_add]
    congr 1
    ring
  -- the excess over the bound is the gap between exp y and its tangent 1 + y
  have hid : kinetic a A B = -a * exp (-5 / 2) + a * exp (-a * distSq A B / 2) *
      (exp ((a * distSq A B - 5) / 2) - ((a * distSq A B - 5) / 2 + 1)) := by
    rw [kinetic_formula ha]
    linear_combination (-a) * hmul
  constructor
  · have := mul_nonneg hE.le
      (sub_nonneg.mpr (Real.add_one_le_exp ((a * distSq A B - 5) / 2)))
    linarith
  · constructor
    · intro h
      by_contra hne
      have hy : (a * distSq A B - 5) / 2 ≠ 0 := fun h0 => hne (by linarith)
      have := mul_pos hE (sub_pos.mpr (Real.add_one_lt_exp hy))
      linarith
    · intro h
      have hy : (a * distSq A B - 5) / 2 = 0 := by linarith
      rw [hid, hy, Real.exp_zero]
      ring

end

end GaussianKineticMatrix
```

With $y=(a|A-B|^2-5)/2$, the formula for $T_{AB}$ can be rewritten as
$$T_{AB}=-a\,e^{-5/2}+a\,e^{-a|A-B|^2/2}\left(e^{y}-1-y\right).$$
The bracket is never negative and vanishes only at $y=0$. The element is therefore lowest, at $-ae^{-5/2}$, exactly when $a|A-B|^2=5$.

## Numbers for one pair, and the same element in a program

Take $a=1$ and $R=2$, so $aR^2=4$ and $S=e^{-2}\approx0.1353$. The diagonal is $1.5$ and the off-diagonal element is $-\tfrac12e^{-2}\approx-0.0677$, a little above the minimum $-e^{-5/2}\approx-0.0821$. The matrix eigenvalues are about $1.432$ and $1.568$. Because the basis functions overlap, the kinetic energies of the normalized sum and difference orbitals are $(d\pm t)/(1\pm S)$, about $1.262$ and $1.813$ hartree.

A Gaussian-basis program meets this element when it assembles the one-electron Hamiltonian from pairs of primitives. Exponents there generally differ; the equal-exponent s pair treated here is a convenient case for checking a kinetic integral routine, and it shows that a correct off-diagonal entry can be negative. For this pair it must be negative when $aR^2>3$ and positive when $aR^2<3$.

```lean
#print axioms GaussianKineticMatrix.overlap_formula
#print axioms GaussianKineticMatrix.kineticMatrix_posDef
#print axioms GaussianKineticMatrix.kinetic_lower_bound
```

```
'GaussianKineticMatrix.overlap_formula' depends on axioms: [propext, Classical.choice, Quot.sound]
'GaussianKineticMatrix.kineticMatrix_posDef' depends on axioms: [propext, Classical.choice, Quot.sound]
'GaussianKineticMatrix.kinetic_lower_bound' depends on axioms: [propext, Classical.choice, Quot.sound]
```
